# With a nondegenerate unperturbed ground state among the trial states, the correlation energy in finite dimension is at most quadratic in the coupling

Let a real symmetric Hamiltonian H on a finite-dimensional space have a nondegenerate ground state ψ, and add a symmetric perturbation xV. The infimum of the energy over a set of unit trial states containing ψ then exceeds the exact ground energy of H + xV by between 0 and Cx², with one constant C for all such sets and all real x.

```lean
import Mathlib

open scoped InnerProductSpace
open Module

noncomputable section

namespace CorrelationEnergyOrder

variable {E : Type*} [NormedAddCommGroup E] [InnerProductSpace ℝ E]

/-- The number `⟨u, A u⟩`; for symmetric `A` and a unit vector `u` it is the expectation value of
`A` in the state `u`. -/
def energy (A : E →ₗ[ℝ] E) (u : E) : ℝ := ⟪u, A u⟫_ℝ

/-- The eigenvalues of `A`, each belonging to some unit eigenvector. -/
def eigenvalueSet (A : E →ₗ[ℝ] E) : Set ℝ := {μ | ∃ v, ‖v‖ = 1 ∧ A v = μ • v}

/-- The infimum of the eigenvalues of `A`; for symmetric `A` on a nonzero finite-dimensional space
it is the exact ground-state energy. -/
def groundEnergy (A : E →ₗ[ℝ] E) : ℝ := sInf (eigenvalueSet A)

/-- The infimum of `energy A` over the trial set `M`, minus `groundEnergy A`. -/
def correlationEnergy (A : E →ₗ[ℝ] E) (M : Set E) : ℝ :=
  sInf (energy A '' M) - groundEnergy A

/-- `ψ` is a unit eigenvector for the ground energy of `H`, and every eigenvector for that
energy is a multiple of `ψ`. -/
structure IsSimpleGroundState (H : E →ₗ[ℝ] E) (ψ : E) : Prop where
  unit : ‖ψ‖ = 1
  eigen : H ψ = groundEnergy H • ψ
  simple : ∀ v, H v = groundEnergy H • v → ∃ c : ℝ, v = c • ψ

/-- A symmetric operator on a finite-dimensional space has an orthonormal eigenbasis; the energy
is the sum of the levels weighted by squared amplitudes, and the levels are all the eigenvalues. -/
theorem exists_eigenbasis [FiniteDimensional ℝ E] {A : E →ₗ[ℝ] E} (hA : A.IsSymmetric) :
    ∃ (b : OrthonormalBasis (Fin (finrank ℝ E)) ℝ E) (l : Fin (finrank ℝ E) → ℝ),
      (∀ i, A (b i) = l i • b i) ∧ (∀ u, energy A u = ∑ i, l i * ⟪b i, u⟫_ℝ ^ 2) ∧
      eigenvalueSet A = Set.range l := by
  obtain ⟨b, l, hb⟩ : ∃ (b : OrthonormalBasis (Fin (finrank ℝ E)) ℝ E)
      (l : Fin (finrank ℝ E) → ℝ), ∀ i, A (b i) = l i • b i :=
    ⟨hA.eigenvectorBasis rfl, hA.eigenvalues rfl, fun i => hA.apply_eigenvectorBasis rfl i⟩
  have hc : ∀ i u, ⟪b i, A u⟫_ℝ = l i * ⟪b i, u⟫_ℝ := fun i u => by
    rw [← hA (b i) u, hb, real_inner_smul_left]
  refine ⟨b, l, hb, fun u => ?_, ?_⟩
  · rw [energy, ← b.sum_inner_mul_inner u (A u)]
    refine Finset.sum_congr rfl fun i _ => ?_
    rw [hc, real_inner_comm (b i) u]
    ring
  · ext μ
    constructor
    · rintro ⟨v, hv, hAv⟩
      by_contra hμ
      -- otherwise `v` would be orthogonal to the whole basis
      have h0 : ∀ i, ⟪b i, v⟫_ℝ = 0 := fun i => by
        have h := hc i v
        rw [hAv, real_inner_smul_right] at h
        by_contra hne
        exact hμ ⟨i, (mul_right_cancel₀ hne h).symm⟩
      have h1 := b.sum_inner_mul_inner v v
      rw [real_inner_self_eq_norm_sq, hv] at h1
      simp [h0] at h1
    · rintro ⟨i, rfl⟩
      exact ⟨b i, b.orthonormal.1 i, hb i⟩

/-- The ground energy of a symmetric operator on a nonzero finite-dimensional space is its
lowest eigenvalue. -/
theorem groundEnergy_isLeast [FiniteDimensional ℝ E] [Nontrivial E] {A : E →ₗ[ℝ] E}
    (hA : A.IsSymmetric) : IsLeast (eigenvalueSet A) (groundEnergy A) := by
  obtain ⟨b, l, -, -, hl⟩ := exists_eigenbasis hA
  have : Nonempty (Fin (finrank ℝ E)) := ⟨⟨0, finrank_pos⟩⟩
  obtain ⟨i, hi⟩ := Finite.exists_min l
  have h : IsLeast (eigenvalueSet A) (l i) := by
    rw [hl]
    exact ⟨⟨i, rfl⟩, by rintro _ ⟨j, rfl⟩; exact hi j⟩
  rw [groundEnergy, h.csInf_eq]
  exact h

/-- For symmetric `A` in finite dimension, a state orthogonal to all eigenvectors with eigenvalue
below `c` has energy at least `c` times its squared norm. -/
theorem le_energy_of_orthogonal [FiniteDimensional ℝ E] {A : E →ₗ[ℝ] E}
    (hA : A.IsSymmetric) {c : ℝ} {u : E}
    (h : ∀ v μ, ‖v‖ = 1 → A v = μ • v → μ < c → ⟪v, u⟫_ℝ = 0) :
    c * ‖u‖ ^ 2 ≤ energy A u := by
  obtain ⟨b, l, hb, he, -⟩ := exists_eigenbasis hA
  rw [he, ← real_inner_self_eq_norm_sq, ← b.sum_inner_mul_inner u u, Finset.mul_sum]
  refine Finset.sum_le_sum fun i _ => ?_
  rw [real_inner_comm (b i) u]
  rcases lt_or_ge (l i) c with hi | hi
  · simp [h _ _ (b.orthonormal.1 i) (hb i) hi]
  · nlinarith [mul_le_mul_of_nonneg_right hi (sq_nonneg ⟪b i, u⟫_ℝ)]

private lemma variational [FiniteDimensional ℝ E] [Nontrivial E] {A : E →ₗ[ℝ] E}
    (hA : A.IsSymmetric) (u : E) : groundEnergy A * ‖u‖ ^ 2 ≤ energy A u :=
  le_energy_of_orthogonal hA fun v _ hv hAv hμ =>
    absurd ((groundEnergy_isLeast hA).2 ⟨v, hv, hAv⟩) (not_le_of_gt hμ)

private lemma symm_add {H V : E →ₗ[ℝ] E} (hH : H.IsSymmetric) (hV : V.IsSymmetric) (x : ℝ) :
    (H + x • V).IsSymmetric := fun u v => by
  simp only [LinearMap.add_apply, LinearMap.smul_apply, inner_add_left, inner_add_right,
    real_inner_smul_left, real_inner_smul_right, hH u v, hV u v]

private lemma energy_add (H V : E →ₗ[ℝ] E) (x : ℝ) (u : E) :
    energy (H + x • V) u = energy H u + x * energy V u := by
  simp only [energy, LinearMap.add_apply, LinearMap.smul_apply, inner_add_right,
    real_inner_smul_right]

/-- If all other eigenvalues of symmetric `H` in finite dimension lie at least `g` above a simple
ground level, leaving the ground state `ψ` costs at least `g` times the weight outside `ψ`. -/
theorem energy_ge_gap [FiniteDimensional ℝ E] {H : E →ₗ[ℝ] E} {ψ : E} {g : ℝ}
    (hH : H.IsSymmetric) (hψ : IsSimpleGroundState H ψ)
    (hg : ∀ μ ∈ eigenvalueSet H, μ ≠ groundEnergy H → groundEnergy H + g ≤ μ) (u : E) :
    groundEnergy H * ‖u‖ ^ 2 + g * (‖u‖ ^ 2 - ⟪ψ, u⟫_ℝ ^ 2) ≤ energy H u := by
  have hn : ⟪ψ, ψ⟫_ℝ = 1 := by rw [real_inner_self_eq_norm_sq, hψ.unit]; norm_num
  have hc : ⟪ψ, H u⟫_ℝ = groundEnergy H * ⟪ψ, u⟫_ℝ := by
    rw [← hH ψ u, hψ.eigen, real_inner_smul_left]
  -- the component of `u` orthogonal to `ψ` only meets excited levels
  have hw := le_energy_of_orthogonal hH (c := groundEnergy H + g)
    (u := u - ⟪ψ, u⟫_ℝ • ψ) (by
      intro v μ hv hAv hμ
      have hμ0 : μ = groundEnergy H := by
        by_contra hne
        exact absurd (hg μ ⟨v, hv, hAv⟩ hne) (not_le_of_gt hμ)
      obtain ⟨c, rfl⟩ := hψ.simple v (by rw [hAv, hμ0])
      rw [real_inner_smul_left, inner_sub_right, real_inner_smul_right, hn]
      ring)
  rw [energy, ← real_inner_self_eq_norm_sq] at hw
  simp only [map_sub, map_smul, hψ.eigen, inner_sub_left, inner_sub_right,
    real_inner_smul_left, real_inner_smul_right, hn, hc, real_inner_comm ψ u] at hw
  rw [energy, ← real_inner_self_eq_norm_sq]
  linear_combination hw

/-- For symmetric `V` of norm at most `K`, the expectation values in two unit states differ
by at most `2K` times the sine of the angle between them (stated in squares). -/
theorem energy_sub_sq_le {V : E →ₗ[ℝ] E} (hV : V.IsSymmetric) {K : ℝ}
    (hK : ∀ u, ‖V u‖ ≤ K * ‖u‖) {u ψ : E} (hu : ‖u‖ = 1) (hψ : ‖ψ‖ = 1) :
    (energy V u - energy V ψ) ^ 2 ≤ 4 * K ^ 2 * (1 - ⟪ψ, u⟫_ℝ ^ 2) := by
  have h1 : energy V u - energy V ψ = ⟪u - ψ, V (u + ψ)⟫_ℝ := by
    have h : ⟪ψ, V u⟫_ℝ = ⟪u, V ψ⟫_ℝ := by rw [← hV ψ u, real_inner_comm]
    simp only [energy, map_add, inner_sub_left, inner_add_right, h]
    ring
  have h2 : |⟪u - ψ, V (u + ψ)⟫_ℝ| ≤ ‖u - ψ‖ * (K * ‖u + ψ‖) :=
    (abs_real_inner_le_norm _ _).trans (mul_le_mul_of_nonneg_left (hK _) (norm_nonneg _))
  have h3 := pow_le_pow_left₀ (abs_nonneg _) h2 2
  rw [sq_abs, mul_pow, mul_pow, norm_sub_sq_real, norm_add_sq_real, hu, hψ,
    real_inner_comm ψ u] at h3
  rw [h1]
  linear_combination h3

private lemma complete_square {g K x q d : ℝ} (hg : 0 < g) (hq : 0 ≤ q)
    (hd : d ^ 2 ≤ 4 * K ^ 2 * q) : -(K ^ 2 / g * x ^ 2) ≤ g * q + x * d := by
  have h : |g * x * d| ≤ g ^ 2 * q + K ^ 2 * x ^ 2 := abs_le_of_sq_le_sq
    (by nlinarith [sq_nonneg (g ^ 2 * q - K ^ 2 * x ^ 2),
      mul_le_mul_of_nonneg_left hd (sq_nonneg (g * x))]) (by positivity)
  have h4 := neg_le_of_abs_le h
  have hC : K ^ 2 / g * g = K ^ 2 := div_mul_cancel₀ _ hg.ne'
  refine le_of_mul_le_mul_left ?_ hg
  linear_combination h4 - x ^ 2 * hC

/-- Explicit bound in finite dimension: for symmetric `H`, `V`, a simple ground state `ψ` of `H`
with gap at least `g > 0`, and `V` of norm at most `K`, any set of unit trial states containing
`ψ` has correlation energy between `0` and `(K²/g) x²`. -/
theorem correlationEnergy_bounds [FiniteDimensional ℝ E] {H V : E →ₗ[ℝ] E} {ψ : E} {g K : ℝ}
    (hH : H.IsSymmetric) (hV : V.IsSymmetric) (hψ : IsSimpleGroundState H ψ) (hg : 0 < g)
    (hgap : ∀ μ ∈ eigenvalueSet H, μ ≠ groundEnergy H → groundEnergy H + g ≤ μ)
    (hK : ∀ u, ‖V u‖ ≤ K * ‖u‖) {M : Set E} (hM : ∀ u ∈ M, ‖u‖ = 1) (hψM : ψ ∈ M) (x : ℝ) :
    0 ≤ correlationEnergy (H + x • V) M ∧
      correlationEnergy (H + x • V) M ≤ K ^ 2 / g * x ^ 2 := by
  have : Nontrivial E := nontrivial_of_ne ψ 0 fun h => by simpa [h] using hψ.unit
  have hA := symm_add hH hV x
  have hlow : ∀ e ∈ energy (H + x • V) '' M, groundEnergy (H + x • V) ≤ e := by
    rintro _ ⟨u, hu, rfl⟩
    have h := variational hA u
    rw [hM u hu] at h
    linarith
  refine ⟨sub_nonneg.2 (le_csInf ⟨_, ψ, hψM, rfl⟩ hlow), ?_⟩
  have hup : sInf (energy (H + x • V) '' M) ≤ energy (H + x • V) ψ :=
    csInf_le ⟨_, hlow⟩ ⟨ψ, hψM, rfl⟩
  -- `u` is a unit ground state of the perturbed operator
  obtain ⟨⟨u, hu, hAu⟩, -⟩ := groundEnergy_isLeast hA
  have hE : energy (H + x • V) u = groundEnergy (H + x • V) := by
    rw [energy, hAu, real_inner_smul_right, real_inner_self_eq_norm_sq, hu]
    ring
  have hE0 : energy H ψ = groundEnergy H := by
    rw [energy, hψ.eigen, real_inner_smul_right, real_inner_self_eq_norm_sq, hψ.unit]
    ring
  have h1 := energy_ge_gap hH hψ hgap u
  have ha := abs_real_inner_le_norm ψ u
  rw [hψ.unit, hu, one_mul] at ha
  have h2 := complete_square (x := x) hg
    (sub_nonneg.2 ((sq_le_one_iff_abs_le_one _).2 ha)) (energy_sub_sq_le hV hK hu hψ.unit)
  rw [energy_add] at hup hE
  rw [hu] at h1
  rw [correlationEnergy]
  linarith

/-- Order of the correlation energy: for symmetric `H`, `V` in finite dimension and a simple
ground state `ψ` of `H`, one constant `C` puts the correlation energy of `H + xV` between `0` and
`C x²` for all real `x` and all sets of unit trial states containing `ψ`. -/
theorem correlationEnergy_order [FiniteDimensional ℝ E] {H V : E →ₗ[ℝ] E} {ψ : E}
    (hH : H.IsSymmetric) (hV : V.IsSymmetric) (hψ : IsSimpleGroundState H ψ) :
    ∃ C : ℝ, ∀ M : Set E, (∀ u ∈ M, ‖u‖ = 1) → ψ ∈ M → ∀ x : ℝ,
      0 ≤ correlationEnergy (H + x • V) M ∧ correlationEnergy (H + x • V) M ≤ C * x ^ 2 := by
  have : Nontrivial E := nontrivial_of_ne ψ 0 fun h => by simpa [h] using hψ.unit
  -- finitely many eigenvalues leave a positive gap
  obtain ⟨g, hg, hgap⟩ : ∃ g > 0, ∀ μ ∈ eigenvalueSet H, μ ≠ groundEnergy H →
      groundEnergy H + g ≤ μ := by
    have hfin : (eigenvalueSet H \ {groundEnergy H}).Finite := by
      obtain ⟨b, l, -, -, hl⟩ := exists_eigenbasis hH
      rw [hl]
      exact (Set.finite_range l).subset Set.sdiff_subset
    rcases (eigenvalueSet H \ {groundEnergy H}).eq_empty_or_nonempty with h | h
    · refine ⟨1, one_pos, fun μ hμ hne => ?_⟩
      have hm : μ ∈ eigenvalueSet H \ {groundEnergy H} := ⟨hμ, hne⟩
      rw [h] at hm
      exact absurd hm (by simp)
    · obtain ⟨m, hm, hmin⟩ := Set.exists_min_image _ id hfin h
      refine ⟨m - groundEnergy H, sub_pos.2 (lt_of_le_of_ne
        ((groundEnergy_isLeast hH).2 hm.1) fun h => hm.2 h.symm), fun μ hμ hne => ?_⟩
      have h := hmin μ ⟨hμ, hne⟩
      simp only [id] at h
      linarith
  exact ⟨‖LinearMap.toContinuousLinearMap V‖ ^ 2 / g, fun M hM hψM x =>
    correlationEnergy_bounds hH hV hψ hg hgap
      (fun u => (LinearMap.toContinuousLinearMap V).le_opNorm u) hM hψM x⟩

end CorrelationEnergyOrder
```

```lean
#print axioms CorrelationEnergyOrder.correlationEnergy_bounds
#print axioms CorrelationEnergyOrder.correlationEnergy_order
```

```
'CorrelationEnergyOrder.correlationEnergy_bounds' depends on axioms: [propext, Classical.choice, Quot.sound]
'CorrelationEnergyOrder.correlationEnergy_order' depends on axioms: [propext, Classical.choice, Quot.sound]
```

## Independent electrons plus repulsion

In an atom, H can stand for electrons that feel only the nucleus, V for their mutual repulsion, and x for its strength. If the trial set M consists of the normalised Slater determinants, the infimum over M is the Hartree–Fock energy, and its distance from the exact ground energy is the correlation energy. The nondegenerate ground state of a one-body H is itself a determinant, so it belongs to M. In a finite real basis, the theorem therefore says that the Hartree–Fock error has no term linear in the repulsion.

Nondegeneracy is a real restriction on the atom. Two electrons in the hydrogenic 1s shell satisfy it, but for four electrons the degeneracy of 2s and 2p violates it in any basis that spans the exact 1s, 2s and 2p orbitals. If an approximate basis splits the two levels slightly, the theorem applies, but the small gap g makes the bound K²x²/g large.

The step that the hypotheses leave open is the passage from a finite basis to the full atomic Hilbert space. The Coulomb repulsion is an unbounded operator there, and the norm of V, which enters C, grows without limit as the basis approaches completeness. What is lost in that limit is this bound; the correlation energy itself stays finite.

## What the definitions and the theorem say

The space `E` is a real inner product space, and `IsSymmetric` means ⟨Au, v⟩ = ⟨u, Av⟩. The number `energy A u` is ⟨u, Au⟩, which is an expectation value when u has norm 1; the theorem requires this of every member of M.

`groundEnergy A` is defined as the infimum of the eigenvalues. For a symmetric operator on a nonzero finite-dimensional space, `groundEnergy_isLeast` proves that it is the lowest eigenvalue. `IsSimpleGroundState H ψ` says that ψ has norm 1, that it is an eigenvector for this energy, and that every other such eigenvector is a multiple of it.

`correlationEnergy A M` is the infimum over M minus the exact ground energy. It is thus counted as positive, whereas the usual textbook convention makes it negative. The name is also used for any trial set, not only for determinants.

In `correlationEnergy_order` the constant C is chosen before M and x, so it depends on neither. The theorem gives an upper bound of second order and does not say that the quadratic term is nonzero: if M contains the exact ground state, the correlation energy vanishes. The companion `correlationEnergy_bounds` gives the constant explicitly as K²/g. Here g > 0 is a lower bound on the distance from the ground level of H to its other eigenvalues, and K satisfies ‖Vu‖ ≤ K‖u‖ for all u.

## The two bounds, step by step

Write E₀ for the ground energy of H and E(x) for that of H + xV.

**The correlation energy is not negative.** Let bᵢ be an orthonormal eigenbasis of H + xV with eigenvalues lᵢ. For a unit vector u,

⟨u, (H + xV)u⟩ = Σᵢ lᵢ⟨bᵢ, u⟩² ≥ E(x) Σᵢ ⟨bᵢ, u⟩² = E(x).

The infimum over M is therefore at least E(x).

**It is at most K²x²/g.** Since ψ lies in M,

inf over M ≤ ⟨ψ, (H + xV)ψ⟩ = E₀ + x⟨ψ, Vψ⟩.

It remains to bound E(x) from below. Let u now be a unit ground state of H + xV, and set

a = ⟨ψ, u⟩, q = 1 − a², d = ⟨u, Vu⟩ − ⟨ψ, Vψ⟩.

By Cauchy–Schwarz, q ≥ 0. Split u = aψ + w with w orthogonal to ψ, so that ‖w‖² = q. The cross terms vanish because ⟨ψ, Hw⟩ = E₀⟨ψ, w⟩ = 0. Every eigenvector of H with eigenvalue below E₀ + g is a multiple of ψ, so w contains only levels at or above E₀ + g. Hence

⟨u, Hu⟩ = a²E₀ + ⟨w, Hw⟩ ≥ a²E₀ + (E₀ + g)q = E₀ + gq.

For the perturbation, symmetry makes the mixed terms cancel in

⟨u − ψ, V(u + ψ)⟩ = ⟨u, Vu⟩ − ⟨ψ, Vψ⟩ = d.

Cauchy–Schwarz and the bound on V then give

d² ≤ K²‖u − ψ‖²‖u + ψ‖² = K²(2 − 2a)(2 + 2a) = 4K²q.

Because K ≥ 0, this means |d| ≤ 2K√q, and completing the square yields

gq + xd ≥ gq − 2K|x|√q = (√g √q − K|x|/√g)² − K²x²/g ≥ −K²x²/g.

Together these estimates give

E(x) = ⟨u, Hu⟩ + x⟨u, Vu⟩ ≥ E₀ + x⟨ψ, Vψ⟩ + gq + xd ≥ E₀ + x⟨ψ, Vψ⟩ − K²x²/g.

Subtracting this from the bound on the infimum removes both the constant and the linear term, and K²x²/g is left.

## The same steps in Lean

`le_energy_of_orthogonal` is the eigenbasis estimate in a form that serves twice. With c equal to the ground energy it gives `variational`; applied to w with c = E₀ + g it gives `energy_ge_gap`, which is stated for vectors of any norm.

`energy_sub_sq_le` proves d² ≤ 4K²q by the same factorisation as above. `complete_square` avoids square roots: it first shows

(gxd)² ≤ (g²q + K²x²)²,

then takes absolute values and cancels a factor g.

In `correlationEnergy_bounds`, `le_csInf` and `csInf_le` turn the bounds on individual trial energies into bounds on the infimum. A unit ground state u of H + xV comes from `groundEnergy_isLeast`, and the final `linarith` adds up the inequalities.

`correlationEnergy_order` supplies the constants. K is the operator norm of V, and g is the distance from E₀ to the nearest other eigenvalue, which exists because there are finitely many. If there is no other eigenvalue, as in dimension one, the proof takes g = 1.

## The eigenbasis from Mathlib

The spectral theorem enters through `hA.eigenvectorBasis rfl`. Mathlib indexes this basis by `Fin n`, given a proof that the space has dimension n; the argument `rfl` takes n to be `finrank ℝ E` itself. The result is an `OrthonormalBasis`, so the identity `sum_inner_mul_inner` is available to expand inner products in it.

`exists_eigenbasis` packages the basis with its eigenvalues and the formula for the energy. It also shows that the list contains every eigenvalue: a unit eigenvector with an unlisted eigenvalue would be orthogonal to the whole basis, which contradicts its norm. This links the definition of `groundEnergy` to a finite list with a minimum.

## A degenerate level can give a linear error

Suppose ψ is only required to be a unit eigenvector for the ground energy, without being unique up to a factor. On ℝ² take H = 0, let V exchange the basis vectors e₁ and e₂, and choose ψ = e₁ with M = {e₁}. The trial energy is 0 for every x, while H + xV has eigenvalues x and −x. The correlation energy is therefore |x|, and no constant C makes |x| ≤ Cx² hold for all small x.
